# Second-order free-energy correction from a fitted potential to its reference, for finitely many configurations

**Q:** I sample alloy configurations from the Boltzmann distribution of a fitted potential at inverse temperature β = 1/(k_B T), then recompute their energies with the reference method. Let D_i be reference minus potential for configuration i. I would correct the free energy by the mean of D minus β/2 times its variance. Your theorem instead sends a parameter b to zero with the weights p_i held fixed, although Boltzmann weights change with temperature. Is that my correction?

**A:** Not by itself. The b-limit is a statement about fixed weights, not about heating the alloy. Your correction is the expansion to second order in s when β stays fixed and D is switched on with a strength s. Both versions use finite sums over a configuration set `ι`.

In Lean 4 with Mathlib:

```lean
import Mathlib

open Filter Topology

namespace PotentialFreeEnergyCorrection

noncomputable section

variable {ι : Type*} [Fintype ι]
```

The mean m and variance V are weighted by p:

```lean
/-- The weighted sum `∑ p_i D_i`, which is the average of `D` when the weights `p` sum to one. -/
def mean (p D : ι → ℝ) : ℝ := ∑ i, p i * D i

/-- The weighted sum of the squared deviations of `D` from `mean p D`, which is the variance of `D`
when `p` is a probability distribution. -/
def variance (p D : ι → ℝ) : ℝ := ∑ i, p i * (D i - mean p D) ^ 2
```

Next come the exponential average and A(b) = −(1/b) ln Σ p_i exp(−b D_i), where b is an inverse energy:

```lean
/-- The exponential average of the energy differences, `∑ p_i exp(-b D_i)`. -/
def expAverage (p D : ι → ℝ) (b : ℝ) : ℝ := ∑ i, p i * Real.exp (-b * D i)

/-- The free-energy difference `A(b) = -(1/b) ln ∑ p_i exp(-b D_i)`, for `b ≠ 0`. -/
def freeEnergyDiff (p D : ι → ℝ) (b : ℝ) : ℝ := -(1 / b) * Real.log (expAverage p D b)
```

For the physical version we need the configurational free energy F and the Boltzmann weights of the potential energies U_i:

```lean
/-- The free energy `-(1/β) ln ∑ exp(-β U_i)` of the energies `U`, for `β ≠ 0`. -/
def freeEnergy (β : ℝ) (U : ι → ℝ) : ℝ := -(1 / β) * Real.log (∑ i, Real.exp (-β * U i))

/-- The Boltzmann weights of the energies `U` at inverse temperature `β`. -/
def boltzmann (β : ℝ) (U : ι → ℝ) (i : ι) : ℝ :=
  Real.exp (-β * U i) / ∑ j, Real.exp (-β * U j)
```

**Q:** Show me the limit by hand first.

**A:** Put x_i = D_i − m and W(b) = Σ p_i exp(−b x_i). The exponential average is exp(−bm) W(b), so

(A(b) − m)/b = −ln W(b) / b².

Because Σ p_i = 1 and Σ p_i x_i = 0,

W(b) − 1 = Σ p_i (exp(−b x_i) − 1 + b x_i).

Each bracket divided by b² tends to x_i²/2, so (W − 1)/b² tends to V/2. For the logarithm, use 1 − 1/W ≤ ln W ≤ W − 1 and divide by b²:

(W − 1)/(b² W) ≤ ln W / b² ≤ (W − 1)/b².

Since W → 1, both ends tend to V/2. Hence (A(b) − m)/b → −V/2.

**Q:** Where do the formal hypotheses enter?

**A:** `hp` says that no weight is negative, and `h1` that they sum to one. Together they make some weight positive, and hence the exponential average too:

```lean
/-- The exponential average over a probability distribution is positive. -/
theorem expAverage_pos {p : ι → ℝ} (hp : ∀ i, 0 ≤ p i) (h1 : ∑ i, p i = 1)
    (D : ι → ℝ) (b : ℝ) : 0 < expAverage p D b := by
  obtain ⟨i, hi, hpi⟩ := Finset.exists_ne_zero_of_sum_ne_zero
    (s := Finset.univ) (f := p) (by rw [h1]; exact one_ne_zero)
  unfold expAverage
  exact Finset.sum_pos' (fun j _ => mul_nonneg (hp j) (Real.exp_pos _).le)
    ⟨i, hi, mul_pos (lt_of_le_of_ne (hp i) (Ne.symm hpi)) (Real.exp_pos _)⟩
```

The logarithm of a product can then be split, which justifies measuring D from its mean:

```lean
/-- For a probability distribution and `b ≠ 0`, lowering all energy differences by `c`
lowers the free-energy difference by `c`. -/
theorem freeEnergyDiff_shift {p : ι → ℝ} (hp : ∀ i, 0 ≤ p i) (h1 : ∑ i, p i = 1)
    (D : ι → ℝ) (c : ℝ) {b : ℝ} (hb : b ≠ 0) :
    freeEnergyDiff p (fun i => D i - c) b = freeEnergyDiff p D b - c := by
  have h : expAverage p (fun i => D i - c) b = Real.exp (b * c) * expAverage p D b := by
    simp only [expAverage, Finset.mul_sum]
    refine Finset.sum_congr rfl fun i _ => ?_
    rw [show -b * (D i - c) = b * c + -b * D i by ring, Real.exp_add]
    ring
  have hc : 1 / b * (b * c) = c := by field_simp
  unfold freeEnergyDiff
  rw [h, Real.log_mul (Real.exp_pos _).ne' (expAverage_pos hp h1 D b).ne', Real.log_exp]
  linear_combination -hc
```

**Q:** What if the weights aren't normalised?

**A:** Take one configuration with p = 2 and D = 0. The mean and variance vanish, but A(b)/b = −(ln 2)/b², which diverges instead of tending to zero. Normalisation also enters the cancellation of the linear term:

```lean
/-- For weights that sum to one, the linear term drops out of the exponential average
of the energy differences measured from their mean. -/
theorem expAverage_centred {p : ι → ℝ} (h1 : ∑ i, p i = 1) (D : ι → ℝ) (b : ℝ) :
    expAverage p (fun i => D i - mean p D) b - 1 =
      ∑ i, p i * (Real.exp (-b * (D i - mean p D)) - 1 + b * (D i - mean p D)) := by
  have hc : ∑ i, p i * (D i - mean p D) = 0 := by
    simp only [mul_sub, Finset.sum_sub_distrib, ← Finset.sum_mul, h1, one_mul]
    exact sub_self _
  have h : ∑ i, p i * (Real.exp (-b * (D i - mean p D)) - 1 + b * (D i - mean p D)) =
      expAverage p (fun i => D i - mean p D) b - ∑ i, p i
        + b * ∑ i, p i * (D i - mean p D) := by
    unfold expAverage
    rw [Finset.mul_sum, ← Finset.sum_sub_distrib, ← Finset.sum_add_distrib]
    exact Finset.sum_congr rfl fun i _ => by ring
  rw [h1, hc] at h
  linear_combination -h
```

**Q:** And the Taylor step?

**A:** With t = −bx and |t| ≤ 1, the proof bounds the error of 1 + t + t²/2 by |t|³. After division by b², at most |x|³|b| remains, and that tends to zero:

```lean
/-- The second-order Taylor coefficient of `exp(-b x)` at `b = 0` is `x² / 2`. -/
theorem exp_second_order (x : ℝ) :
    Tendsto (fun b : ℝ => (Real.exp (-b * x) - 1 + b * x) / b ^ 2) (𝓝[≠] 0)
      (𝓝 (x ^ 2 / 2)) := by
  -- the cubic remainder bound
  have key : ∀ t : ℝ, |t| ≤ 1 → |Real.exp t - (1 + t + t ^ 2 / 2)| ≤ |t| ^ 3 := by
    intro t ht
    have h := Real.exp_bound ht (n := 3) (by norm_num)
    have e : ∑ m ∈ Finset.range 3, t ^ m / (m.factorial : ℝ) = 1 + t + t ^ 2 / 2 := by
      simp [Finset.sum_range_succ, Nat.factorial]
    rw [e] at h
    refine h.trans (mul_le_of_le_one_right (by positivity) ?_)
    norm_num [Nat.factorial]
  have hlim : Tendsto (fun b : ℝ => |x| ^ 3 * |b|) (𝓝[≠] 0) (𝓝 0) := by
    have hc : Continuous (fun b : ℝ => |x| ^ 3 * |b|) := by fun_prop
    have h := hc.tendsto 0
    simp only [abs_zero, mul_zero] at h
    exact h.mono_left nhdsWithin_le_nhds
  have hsmall : ∀ᶠ b in 𝓝[≠] (0 : ℝ), |-b * x| ≤ 1 := by
    have hc : Continuous (fun b : ℝ => |-b * x|) := by fun_prop
    have h : ∀ᶠ b in 𝓝 (0 : ℝ), |-b * x| < 1 :=
      (isOpen_lt hc continuous_const).mem_nhds (by simp)
    exact (h.filter_mono nhdsWithin_le_nhds).mono fun b hb => hb.le
  rw [tendsto_iff_norm_sub_tendsto_zero]
  refine squeeze_zero' (Eventually.of_forall fun _ => norm_nonneg _) ?_ hlim
  filter_upwards [hsmall, self_mem_nhdsWithin] with b hb hb0
  have hb0' : b ≠ 0 := hb0
  have hb2 : 0 < b ^ 2 := by positivity
  have e : (Real.exp (-b * x) - 1 + b * x) / b ^ 2 - x ^ 2 / 2 =
      (Real.exp (-b * x) - (1 + -b * x + (-b * x) ^ 2 / 2)) / b ^ 2 := by
    linear_combination (x ^ 2 / 2) * mul_inv_cancel₀ hb2.ne'
  rw [Real.norm_eq_abs, e, abs_div, abs_of_pos hb2, div_le_iff₀ hb2]
  calc _ ≤ |-b * x| ^ 3 := key _ hb
    _ = |x| ^ 3 * |b| * b ^ 2 := by
      rw [abs_mul, abs_neg, ← sq_abs b]
      ring
```

The main proof sums these limits in `hup`, gets W → 1 in `hW1`, and squeezes the logarithm in `hlog`. The filter `𝓝[≠] 0` means that b approaches zero from either side without equalling it, so b → 0 from above is included.

```lean
/-- For a fixed finite probability distribution, `(A(b) - mean D) / b` tends to
`-variance(D) / 2` as `b` tends to zero from either side. -/
theorem freeEnergyDiff_second_order {p : ι → ℝ} (hp : ∀ i, 0 ≤ p i)
    (h1 : ∑ i, p i = 1) (D : ι → ℝ) :
    Tendsto (fun b => (freeEnergyDiff p D b - mean p D) / b) (𝓝[≠] 0)
      (𝓝 (-variance p D / 2)) := by
  let W : ℝ → ℝ := expAverage p (fun i => D i - mean p D)
  have hpos : ∀ b, 0 < W b := fun b => expAverage_pos hp h1 _ b
  -- second-order behaviour of the centred exponential average
  have hup : Tendsto (fun b => (W b - 1) / b ^ 2) (𝓝[≠] 0) (𝓝 (variance p D / 2)) := by
    have hsum := tendsto_finsetSum Finset.univ fun i _ =>
      (exp_second_order (D i - mean p D)).const_mul (p i)
    have hv : ∑ i, p i * ((D i - mean p D) ^ 2 / 2) = variance p D / 2 := by
      rw [variance, Finset.sum_div]
      exact Finset.sum_congr rfl fun i _ => by ring
    rw [hv] at hsum
    refine hsum.congr fun b => ?_
    change _ = (expAverage p (fun i => D i - mean p D) b - 1) / b ^ 2
    rw [expAverage_centred h1, Finset.sum_div]
    exact Finset.sum_congr rfl fun i _ => by ring
  have hW1 : Tendsto W (𝓝[≠] 0) (𝓝 1) := by
    have hc : Continuous W := continuous_finsetSum _ fun i _ => by fun_prop
    have h0 : W 0 = 1 := by simp [W, expAverage, h1]
    have h := hc.tendsto 0
    rw [h0] at h
    exact h.mono_left nhdsWithin_le_nhds
  have hlow := hup.div hW1 one_ne_zero
  rw [div_one] at hlow
  -- squeeze the logarithm between 1 - 1/W and W - 1
  have hlog : Tendsto (fun b => Real.log (W b) / b ^ 2) (𝓝[≠] 0)
      (𝓝 (variance p D / 2)) := by
    refine tendsto_of_tendsto_of_tendsto_of_le_of_le hlow hup (fun b => ?_) (fun b => ?_)
    · change (W b - 1) / b ^ 2 / W b ≤ Real.log (W b) / b ^ 2
      have h := Real.one_sub_inv_le_log_of_pos (hpos b)
      rw [div_right_comm, sub_div, div_self (hpos b).ne', one_div]
      exact div_le_div_of_nonneg_right h (sq_nonneg b)
    · exact div_le_div_of_nonneg_right (Real.log_le_sub_one_of_pos (hpos b)) (sq_nonneg b)
  rw [neg_div]
  refine hlog.neg.congr' ?_
  filter_upwards [self_mem_nhdsWithin] with b hb
  rw [← freeEnergyDiff_shift hp h1 D (mean p D) hb, freeEnergyDiff]
  ring
```

**Q:** Does the sign of the correction fit the usual variational bound?

**A:** Yes. From exp(t) ≥ 1 + t, every bracket in W − 1 is nonnegative, so W ≥ 1 and A(b) ≤ m for b > 0. When p holds the Boltzmann weights of U at inverse temperature b, the identity proved next turns this into F(U + D) ≤ F(U) + m, the classical Gibbs–Bogoliubov inequality for a finite list of energies, not its operator form.

```lean
/-- Gibbs–Bogoliubov bound: for a probability distribution and `b > 0`, the free-energy
difference is at most the mean energy difference. -/
theorem gibbs_bogoliubov {p : ι → ℝ} (hp : ∀ i, 0 ≤ p i) (h1 : ∑ i, p i = 1)
    (D : ι → ℝ) {b : ℝ} (hb : 0 < b) : freeEnergyDiff p D b ≤ mean p D := by
  have hW : 0 ≤ expAverage p (fun i => D i - mean p D) b - 1 := by
    rw [expAverage_centred h1]
    refine Finset.sum_nonneg fun i _ => mul_nonneg (hp i) ?_
    linarith [Real.add_one_le_exp (-b * (D i - mean p D))]
  have hmul := mul_nonneg (one_div_pos.2 hb).le (Real.log_nonneg (sub_nonneg.1 hW))
  have hs := freeEnergyDiff_shift hp h1 D (mean p D) hb.ne'
  rw [freeEnergyDiff] at hs
  linarith
```

**Q:** Now bring back my temperature.

**A:** Dividing the two partition sums gives an exact identity, with p the Boltzmann weights of U:

F(U + D) − F(U) = A(β).

```lean
/-- Free-energy perturbation identity: the free energy of `U + D` minus that of `U` is
the exponential-average formula for `D` with the Boltzmann weights of `U`. -/
theorem freeEnergy_perturbation [Nonempty ι] (β : ℝ) (U D : ι → ℝ) :
    freeEnergy β (fun i => U i + D i) - freeEnergy β U =
      freeEnergyDiff (boltzmann β U) D β := by
  have hZ : ∀ V : ι → ℝ, 0 < ∑ i, Real.exp (-β * V i) := fun V =>
    Finset.sum_pos (fun i _ => Real.exp_pos _) Finset.univ_nonempty
  have h : expAverage (boltzmann β U) D β =
      (∑ i, Real.exp (-β * (U i + D i))) / ∑ i, Real.exp (-β * U i) := by
    rw [expAverage, Finset.sum_div]
    refine Finset.sum_congr rfl fun i _ => ?_
    rw [boltzmann, mul_add, Real.exp_add]
    ring
  rw [freeEnergyDiff, h, Real.log_div (hZ fun i => U i + D i).ne' (hZ U).ne']
  unfold freeEnergy
  ring
```

Replace D by sD. Since β(sD_i) = (βs)D_i, the free-energy change is s A(βs), and for s ≠ 0

[F(U + sD) − F(U) − sm]/s² = β (A(βs) − m)/(βs) → −βV/2.

The weights depend on β and U but not on s, so the fixed-weight theorem applies with b = βs. In the proof, `hmap` sends s to βs, and `hz` supplies the factor s.

```lean
/-- At fixed inverse temperature `β > 0`, take the free energy of `U + s D` minus that of `U`,
subtract `s` times the mean of `D`, and divide by `s ^ 2`. As `s` tends to zero, the result tends to
`-β variance(D) / 2`. The mean and variance use the Boltzmann weights of `U`. -/
theorem coupling_second_order [Nonempty ι] {β : ℝ} (hβ : 0 < β) (U D : ι → ℝ) :
    Tendsto (fun s => (freeEnergy β (fun i => U i + s * D i) - freeEnergy β U
        - s * mean (boltzmann β U) D) / s ^ 2) (𝓝[≠] 0)
      (𝓝 (-(β * variance (boltzmann β U) D) / 2)) := by
  have hβ' : β ≠ 0 := hβ.ne'
  have hZ : 0 < ∑ i, Real.exp (-β * U i) :=
    Finset.sum_pos (fun i _ => Real.exp_pos _) Finset.univ_nonempty
  have hp : ∀ i, 0 ≤ boltzmann β U i := fun i => div_nonneg (Real.exp_pos _).le hZ.le
  have h1 : ∑ i, boltzmann β U i = 1 := by
    simp only [boltzmann]
    rw [← Finset.sum_div, div_self hZ.ne']
  have hmap : Tendsto (fun s : ℝ => β * s) (𝓝[≠] 0) (𝓝[≠] 0) := by
    refine tendsto_nhdsWithin_iff.2 ⟨?_, ?_⟩
    · have hc : Continuous (fun s : ℝ => β * s) := by fun_prop
      have h := hc.tendsto 0
      simp only [mul_zero] at h
      exact h.mono_left nhdsWithin_le_nhds
    · filter_upwards [self_mem_nhdsWithin] with s hs
      exact mul_ne_zero hβ' hs
  have h := ((freeEnergyDiff_second_order hp h1 D).comp hmap).const_mul β
  rw [show -(β * variance (boltzmann β U) D) / 2 =
    β * (-variance (boltzmann β U) D / 2) by ring]
  refine h.congr' ?_
  filter_upwards [self_mem_nhdsWithin] with s hs
  have hs' : s ≠ 0 := hs
  -- coupling s at inverse temperature β acts like the parameter b = β s
  have he : expAverage (boltzmann β U) (fun i => s * D i) β =
      expAverage (boltzmann β U) D (β * s) := by
    unfold expAverage
    refine Finset.sum_congr rfl fun i _ => ?_
    rw [show -β * (s * D i) = -(β * s) * D i by ring]
  have hz : freeEnergy β (fun i => U i + s * D i) - freeEnergy β U =
      s * freeEnergyDiff (boltzmann β U) D (β * s) := by
    refine (freeEnergy_perturbation β U (fun i => s * D i)).trans ?_
    unfold freeEnergyDiff
    rw [he]
    field_simp
  simp only [Function.comp_apply]
  rw [hz, ← mul_sub]
  field_simp

end

end PotentialFreeEnergyCorrection
```

```lean
#print axioms PotentialFreeEnergyCorrection.freeEnergyDiff_second_order
-- 'PotentialFreeEnergyCorrection.freeEnergyDiff_second_order' depends on axioms: [propext, Classical.choice, Quot.sound]
#print axioms PotentialFreeEnergyCorrection.gibbs_bogoliubov
-- 'PotentialFreeEnergyCorrection.gibbs_bogoliubov' depends on axioms: [propext, Classical.choice, Quot.sound]
#print axioms PotentialFreeEnergyCorrection.coupling_second_order
-- 'PotentialFreeEnergyCorrection.coupling_second_order' depends on axioms: [propext, Classical.choice, Quot.sound]
```

**Q:** So may I set s = 1 and use the correction?

**A:** As an approximation, when β|D_i − m| is small for every configuration. A small variance alone is not enough, because a rare configuration with a very negative D_i can dominate the exponential average. The theorem gives the coefficient at small s, not an error bound at s = 1. It also leaves out continuous configuration spaces and sampling error. Within this finite classical model, it shows why a constant energy offset in a fitted potential adds nothing to the second-order term: only the spread of D does.
